# Exact two-component decoupling for a finite Hermitian matrix whose upper diagonal block lies above its lower one

**Q:** If an electronic state had upper component $u=0$ and lower component $w\ne0$, no matrix $X$ could recover it through $w=Xu$, and a two-component reduction would lose it. What rules this out?

**A:** A gap between the diagonal blocks. Take
$$H=\begin{pmatrix}A&B^*\\B&D\end{pmatrix}$$
and a real $\mu$ with $A-\mu$ and $\mu-D$ positive definite. Let $S$ be the span of the eigenvectors with eigenvalue above $\mu$. Then $S$ is the graph $w=Xu$ of a matrix with $\|Xu\|<\|u\|$ for $u\ne0$.

With $K=H-\mu$ and $J=\mathrm{diag}(1,-1)$, the coupling cancels:
$$JK+KJ=2\,\mathrm{diag}(A-\mu,\ \mu-D)>0.$$

**Q:** For one eigenvector $x$ with eigenvalue $a>\mu$, this gives $2(a-\mu)\langle x,Jx\rangle>0$, so $\|w\|<\|u\|$. Superpositions have cross terms.

**A:** Put orthonormal eigenvectors spanning $S$ into the columns of $V$. Then $KV=VL$, where $L>0$ is diagonal. For $G=V^*JV$,
$$GL+LG=V^*(JK+KJ)V>0.$$
If $Gv=gv$ with $v\ne0$, then $2g\,v^*Lv>0$, so $g>0$. Hence $G>0$, and every nonzero $x=Vc$ in $S$ satisfies
$$\|u\|^2-\|w\|^2=\langle x,Jx\rangle=c^*Gc>0.$$

**Q:** So $u$ determines $w$. Why does every $u$ occur?

**A:** By counting. Let there be $|m|$ upper and $|n|$ lower components. Changing the signs of $H$, $J$ and $\mu$ shows that $\|u\|<\|w\|$ for every nonzero vector in the span $S_-$ of the eigenvectors below $\mu$. Thus $\dim S\le|m|$ and $\dim S_-\le|n|$. If $Kx=0$ with $x\ne0$, then $\langle x,(JK+KJ)x\rangle=0$, a contradiction; so $\mu$ is no eigenvalue and $S+S_-$ is the whole space. Therefore $\dim S=|m|$, the map $(u,w)\mapsto u$ is bijective on $S$, and its inverse supplies $X$. For $u\ne0$, the vector $(u,Xu)$ is a nonzero member of $S$, so $\|Xu\|<\|u\|$.

**Q:** Is the gap condition physical, and are both halves needed?

**A:** For a one-electron Dirac matrix with a fixed potential $V_{\rm ext}$ in a finite orthonormal basis, the gap condition guarantees the matrix $X$ that exact two-component methods seek, with the eigenvectors above $\mu$ as the electronic states. In atomic units, with energies measured from the rest energy, $A$ represents $V_{\rm ext}$ and $D$ represents $V_{\rm ext}-2c^2$. The condition is assumed, and very tight basis functions at a point nucleus can violate it. It is sufficient, not necessary: $X$ may exist even where the condition fails.

Still, neither half can be dropped from the theorem. Positivity of $A-\mu$ alone is not enough: for $A=2$, $D=1$, $B=0$, $\mu=0$, $S$ is all of $\mathbb C^2$ and contains $(0,1)$. Nor is positivity of $\mu-D$ alone: for $A=-1$, $D=-2$, $B=0$, $\mu=0$, $S$ is $\{0\}$ and contains no vector with $u=1$.

**Q:** Where is this physics in the Lean code?

**A:** The index types `m` and `n` label upper and lower components, and `blockH` is $H$.

```lean
import Mathlib

open Matrix
open scoped ComplexOrder

namespace ExactTwoComponent

variable {m n N p : Type*} [Fintype m] [Fintype n] [Fintype N] [Fintype p]
  [DecidableEq m] [DecidableEq n] [DecidableEq N] [DecidableEq p]

/-- The block Hamiltonian `[[A, B*], [B, D]]` acting on upper and lower components. -/
def blockH (A : Matrix m m ℂ) (B : Matrix n m ℂ) (D : Matrix n n ℂ) :
    Matrix (m ⊕ n) (m ⊕ n) ℂ := fromBlocks A Bᴴ B D
```

`sig` is $J$.

```lean
/-- The signature matrix: `+1` on upper components and `-1` on lower components. -/
def sig (m n : Type*) [DecidableEq m] [DecidableEq n] : Matrix (m ⊕ n) (m ⊕ n) ℂ :=
  fromBlocks 1 0 0 (-1)
```

`upperSpace` is $S$, superpositions included.

```lean
/-- The span of all eigenvectors of `H` with real eigenvalue above `μ`. -/
def upperSpace (H : Matrix N N ℂ) (μ : ℝ) : Submodule ℂ (N → ℂ) :=
  Submodule.span ℂ {x | ∃ a : ℝ, μ < a ∧ H *ᵥ x = (a : ℂ) • x}
```

`weight` is the squared norm.

```lean
/-- The squared norm of a component, the sum of its squared moduli. -/
noncomputable def weight (u : p → ℂ) : ℝ := ∑ i, ‖u i‖ ^ 2
```

**Q:** And the superposition argument?

**A:** It starts from a unitary eigenbasis.

```lean
/-- A Hermitian matrix has a unitary matrix of eigenvectors with real eigenvalues. -/
theorem exists_eigenbasis {H : Matrix N N ℂ} (hH : H.IsHermitian) :
    ∃ (U : Matrix N N ℂ) (e : N → ℝ), Uᴴ * U = 1 ∧
      ∀ i, H *ᵥ (fun k => U k i) = (e i : ℂ) • (fun k => U k i) := by
  refine ⟨hH.eigenvectorUnitary, hH.eigenvalues, ?_, fun i => ?_⟩
  · exact (Matrix.mem_unitaryGroup_iff').1 hH.eigenvectorUnitary.2
  · ext k
    have h := congrFun (hH.mulVec_eigenvectorBasis i) k
    simpa [Matrix.IsHermitian.eigenvectorUnitary_apply] using h
```

The next lemma tests $GL+LG$ on an eigenvector of $G$.

```lean
/-- Lyapunov's lemma: if `G` is Hermitian and both `L` and `G L + L G` are positive definite,
then `G` is positive definite. -/
theorem lyapunov_posDef {G L : Matrix p p ℂ} (hG : G.IsHermitian) (hL : L.PosDef)
    (h : (G * L + L * G).PosDef) : G.PosDef := by
  rw [hG.posDef_iff_eigenvalues_pos]
  intro i
  obtain ⟨v, hv0, hv⟩ : ∃ v : p → ℂ, v ≠ 0 ∧ G *ᵥ v = (hG.eigenvalues i : ℂ) • v := by
    refine ⟨(hG.eigenvectorBasis i).ofLp, fun h0 => ?_, ?_⟩
    · apply hG.eigenvectorBasis.orthonormal.ne_zero i
      ext k
      exact congrFun h0 k
    · ext k
      have h := congrFun (hG.mulVec_eigenvectorBasis i) k
      simpa using h
  have hs : star v ᵥ* G = (hG.eigenvalues i : ℂ) • star v := by
    have h1 := congrArg star hv
    rw [Matrix.star_mulVec, hG.eq] at h1
    simpa only [star_smul, RCLike.star_def, Complex.conj_ofReal] using h1
  -- on an eigenvector the anticommutator is twice the eigenvalue times the mean of `L`
  have h2 := h.dotProduct_mulVec_pos hv0
  rw [Matrix.add_mulVec, dotProduct_add, ← Matrix.mulVec_mulVec, ← Matrix.mulVec_mulVec, hv,
    Matrix.dotProduct_mulVec (star v) G, hs, Matrix.mulVec_smul, smul_dotProduct,
    dotProduct_smul, smul_eq_mul] at h2
  have h3 := (Complex.lt_def.1 h2).1
  have h4 := (Complex.lt_def.1 (hL.dotProduct_mulVec_pos hv0)).1
  rw [Complex.add_re, Complex.re_ofReal_mul, Complex.zero_re] at h3
  rw [Complex.zero_re] at h4
  by_contra hneg
  nlinarith [mul_nonneg (neg_nonneg.2 (not_lt.1 hneg)) h4.le]
```

Then `hspan` writes members of $S$ as $Vc$, `hKV` is $KV=VL$, and `hG` is $G>0$.

```lean
/-- For Hermitian `H` and `J` with `J (H - μ) + (H - μ) J` positive definite, `J` has positive
expectation value in every nonzero vector of the spectral space of `H` above `μ`. -/
theorem expectation_pos {H J : Matrix N N ℂ} {μ : ℝ} (hH : H.IsHermitian) (hJ : J.IsHermitian)
    (h : (J * (H - (μ : ℂ) • 1) + (H - (μ : ℂ) • 1) * J).PosDef)
    {x : N → ℂ} (hx : x ∈ upperSpace H μ) (hx0 : x ≠ 0) : 0 < star x ⬝ᵥ (J *ᵥ x) := by
  obtain ⟨U, e, hU, he⟩ := exists_eigenbasis hH
  have hU' : U * Uᴴ = 1 := mul_eq_one_comm.1 hU
  have hHU : H * U = U * diagonal (fun i => (e i : ℂ)) := by
    ext k i
    have h1 := congrFun (he i) k
    rw [Matrix.mul_diagonal, mul_comm]
    exact h1
  -- `V` collects the eigenvectors above `μ`
  let V : Matrix N {i // μ < e i} ℂ := fun k i => U k i.1
  let L : Matrix {i // μ < e i} {i // μ < e i} ℂ := diagonal (fun i => ((e i.1 - μ : ℝ) : ℂ))
  have hspan : upperSpace H μ ≤ LinearMap.range V.mulVecLin := by
    refine Submodule.span_le.2 ?_
    rintro y ⟨a, ha, hy⟩
    have hc : U *ᵥ (Uᴴ *ᵥ y) = y := by rw [Matrix.mulVec_mulVec, hU', Matrix.one_mulVec]
    have h1 : Uᴴ *ᵥ (H *ᵥ (U *ᵥ (Uᴴ *ᵥ y)))
        = diagonal (fun i => (e i : ℂ)) *ᵥ (Uᴴ *ᵥ y) := by
      generalize Uᴴ *ᵥ y = c
      rw [Matrix.mulVec_mulVec, Matrix.mulVec_mulVec, Matrix.mul_assoc, hHU,
        ← Matrix.mul_assoc, hU, Matrix.one_mul]
    rw [hc, hy, Matrix.mulVec_smul] at h1
    refine ⟨fun i => (Uᴴ *ᵥ y) i.1, ?_⟩
    ext k
    have h2 := Fintype.sum_subtype_add_sum_subtype (fun i => μ < e i)
      (fun i => U k i * (Uᴴ *ᵥ y) i)
    have h3 : ∑ i : {i // ¬ μ < e i}, U k i.1 * (Uᴴ *ᵥ y) i.1 = 0 := by
      refine Finset.sum_eq_zero fun i _ => ?_
      have h4 := congrFun h1 i.1
      rw [Matrix.mulVec_diagonal, Pi.smul_apply, smul_eq_mul] at h4
      have h5 : (a : ℂ) ≠ (e i.1 : ℂ) := fun h => i.2 (Complex.ofReal_injective h ▸ ha)
      rw [(mul_eq_mul_right_iff.1 h4).resolve_left h5, mul_zero]
    rw [h3, add_zero] at h2
    exact h2.trans (congrFun hc k)
  have hVV : Vᴴ * V = 1 := by
    ext i j
    have h1 := congrFun (congrFun hU i.1) j.1
    have h2 : (Vᴴ * V) i j = (1 : Matrix N N ℂ) i.1 j.1 := h1
    rw [h2]
    simp [Matrix.one_apply, Subtype.ext_iff]
  have hinj : Function.Injective V.mulVec := by
    intro a b hab
    have h1 := congrArg (fun y => Vᴴ *ᵥ y) hab
    simpa only [Matrix.mulVec_mulVec, hVV, Matrix.one_mulVec] using h1
  have hL : L.PosDef := Matrix.PosDef.diagonal fun i => by
    exact_mod_cast sub_pos.2 i.2
  have hK : (H - (μ : ℂ) • (1 : Matrix N N ℂ)).IsHermitian := by
    refine hH.sub ?_
    simp [Matrix.IsHermitian, Matrix.conjTranspose_smul]
  have hKV : (H - (μ : ℂ) • (1 : Matrix N N ℂ)) * V = V * L := by
    ext k i
    have h1 : (H * V) k i = (e i.1 : ℂ) * V k i := congrFun (he i.1) k
    rw [Matrix.sub_mul, Matrix.smul_mul, Matrix.one_mul, Matrix.sub_apply, h1,
      Matrix.mul_diagonal, Matrix.smul_apply, smul_eq_mul]
    push_cast
    ring
  have hVK : Vᴴ * (H - (μ : ℂ) • (1 : Matrix N N ℂ)) = L * Vᴴ := by
    have h1 := congrArg conjTranspose hKV
    rwa [Matrix.conjTranspose_mul, Matrix.conjTranspose_mul, hK.eq, hL.isHermitian.eq] at h1
  -- the compression of `J` satisfies the Lyapunov inequality
  have hG : (Vᴴ * J * V).PosDef := by
    refine lyapunov_posDef (Matrix.isHermitian_conjTranspose_mul_mul V hJ) hL ?_
    have h1 : Vᴴ * J * V * L + L * (Vᴴ * J * V)
        = Vᴴ * (J * (H - (μ : ℂ) • 1) + (H - (μ : ℂ) • 1) * J) * V := by
      rw [Matrix.mul_add, Matrix.add_mul, ← Matrix.mul_assoc Vᴴ _ J, hVK]
      simp only [Matrix.mul_assoc, hKV]
    rw [h1]
    exact h.conjTranspose_mul_mul_same hinj
  obtain ⟨c, rfl⟩ := hspan hx
  have hc0 : c ≠ 0 := by
    rintro rfl
    exact hx0 (map_zero _)
  have h1 := hG.dotProduct_mulVec_pos hc0
  rw [← Matrix.mulVec_mulVec, ← Matrix.mulVec_mulVec, Matrix.dotProduct_mulVec,
    ← Matrix.star_mulVec] at h1
  exact h1
```

**Q:** Where is $H$ assumed Hermitian?

**A:** It is derived: `PosDef` includes Hermiticity, which passes to $A$ and $D$.

```lean
variable {A : Matrix m m ℂ} {B : Matrix n m ℂ} {D : Matrix n n ℂ} {μ : ℝ}

omit [Fintype m] [Fintype n] in
/-- The block Hamiltonian is Hermitian when `A - μ` and `μ - D` are positive definite. -/
theorem blockH_isHermitian (hA : (A - (μ : ℂ) • 1).PosDef) (hD : ((μ : ℂ) • 1 - D).PosDef) :
    (blockH A B D).IsHermitian := by
  have h1 : ((μ : ℂ) • (1 : Matrix m m ℂ)).IsHermitian := by
    simp [Matrix.IsHermitian, Matrix.conjTranspose_smul]
  have h2 : ((μ : ℂ) • (1 : Matrix n n ℂ)).IsHermitian := by
    simp [Matrix.IsHermitian, Matrix.conjTranspose_smul]
  have hA' := hA.isHermitian.add h1
  have hD' := h2.sub hD.isHermitian
  rw [sub_add_cancel] at hA'
  rw [sub_sub_cancel] at hD'
  exact Matrix.IsHermitian.fromBlocks hA' (Matrix.conjTranspose_conjTranspose B) hD'
```

Here the off-diagonal blocks cancel.

```lean
/-- If `A - μ` and `μ - D` are positive definite, so is the anticommutator of the signature
matrix with `H - μ`, whatever the coupling `B`. -/
theorem anticommutator_posDef (hA : (A - (μ : ℂ) • 1).PosDef)
    (hD : ((μ : ℂ) • 1 - D).PosDef) :
    (sig m n * (blockH A B D - (μ : ℂ) • 1)
      + (blockH A B D - (μ : ℂ) • 1) * sig m n).PosDef := by
  have hM : (fromBlocks (A - (μ : ℂ) • 1) 0 0 ((μ : ℂ) • 1 - D)).PosDef := by
    rw [Matrix.posDef_iff_dotProduct_mulVec]
    refine ⟨Matrix.IsHermitian.fromBlocks hA.isHermitian (by simp) hD.isHermitian, ?_⟩
    intro x hx
    have h1 : star x ⬝ᵥ (fromBlocks (A - (μ : ℂ) • 1) 0 0 ((μ : ℂ) • 1 - D) *ᵥ x)
        = star (x ∘ Sum.inl) ⬝ᵥ ((A - (μ : ℂ) • 1) *ᵥ (x ∘ Sum.inl))
          + star (x ∘ Sum.inr) ⬝ᵥ (((μ : ℂ) • 1 - D) *ᵥ (x ∘ Sum.inr)) := by
      rw [Matrix.fromBlocks_mulVec, Matrix.zero_mulVec, Matrix.zero_mulVec, add_zero, zero_add]
      simp only [dotProduct, Fintype.sum_sum_type, Sum.elim_inl, Sum.elim_inr, Pi.star_apply,
        Function.comp_apply]
    rw [h1]
    by_cases hu : x ∘ Sum.inl = 0
    · have hw : x ∘ Sum.inr ≠ 0 := fun hw => hx (by
        ext (i | i)
        · exact congrFun hu i
        · exact congrFun hw i)
      exact add_pos_of_nonneg_of_pos (hA.posSemidef.dotProduct_mulVec_nonneg _)
        (hD.dotProduct_mulVec_pos hw)
    · exact add_pos_of_pos_of_nonneg (hA.dotProduct_mulVec_pos hu)
        (hD.posSemidef.dotProduct_mulVec_nonneg _)
  have hK : blockH A B D - (μ : ℂ) • 1
      = fromBlocks (A - (μ : ℂ) • 1) Bᴴ B (D - (μ : ℂ) • 1) := by
    ext (i | i) (j | j) <;> simp [blockH, Matrix.one_apply]
  -- the off-diagonal blocks cancel
  have h2 : sig m n * (blockH A B D - (μ : ℂ) • 1) + (blockH A B D - (μ : ℂ) • 1) * sig m n
      = fromBlocks (A - (μ : ℂ) • 1) 0 0 ((μ : ℂ) • 1 - D)
        + fromBlocks (A - (μ : ℂ) • 1) 0 0 ((μ : ℂ) • 1 - D) := by
    rw [hK, sig, Matrix.fromBlocks_multiply, Matrix.fromBlocks_multiply, Matrix.fromBlocks_add,
      Matrix.fromBlocks_add]
    congr 1 <;> simp
  rw [h2]
  exact hM.add hM
```

The quadratic form $\langle x,Jx\rangle$ becomes a difference of weights.

```lean
/-- For every vector `x`, normalised or not, the real part of `x* J x`, with `J` the signature
matrix, is the upper minus the lower weight. -/
theorem sig_expectation (x : m ⊕ n → ℂ) :
    (star x ⬝ᵥ (sig m n *ᵥ x)).re = weight (x ∘ Sum.inl) - weight (x ∘ Sum.inr) := by
  simp [sig, Matrix.fromBlocks_mulVec, Matrix.neg_mulVec, dotProduct, Fintype.sum_sum_type,
    weight, Complex.sq_norm, Complex.normSq_apply, sub_eq_add_neg, Finset.sum_add_distrib]
```

Together these give $\|w\|<\|u\|$, with `x ∘ Sum.inl` for $u$ and `x ∘ Sum.inr` for $w$.

```lean
/-- If `A - μ` and `μ - D` are positive definite, every nonzero vector in the span of the
eigenvectors above `μ` has a lower component strictly smaller in norm than its upper one. -/
theorem lower_lt_upper (hA : (A - (μ : ℂ) • 1).PosDef) (hD : ((μ : ℂ) • 1 - D).PosDef)
    {x : m ⊕ n → ℂ} (hx : x ∈ upperSpace (blockH A B D) μ) (hx0 : x ≠ 0) :
    weight (x ∘ Sum.inr) < weight (x ∘ Sum.inl) := by
  have hJ : (sig m n).IsHermitian := by
    simp [sig, Matrix.IsHermitian, Matrix.fromBlocks_conjTranspose]
  have h := (Complex.lt_def.1 (expectation_pos (blockH_isHermitian hA hD) hJ
    (anticommutator_posDef hA hD) hx hx0)).1
  rw [sig_expectation, Complex.zero_re] at h
  linarith
```

**Q:** And the counting?

**A:** Dominance makes the projection injective.

```lean
omit [Fintype N] [DecidableEq N] [DecidableEq p] [DecidableEq m] in
/-- If one component dominates another in every nonzero vector of a subspace, the dominant
component determines the vector. -/
theorem injective_of_weight_lt (S : Submodule ℂ (N → ℂ)) (f : m → N) (g : p → N)
    (h : ∀ x ∈ S, x ≠ 0 → weight (x ∘ g) < weight (x ∘ f)) :
    Function.Injective ((LinearMap.funLeft ℂ ℂ f) ∘ₗ S.subtype) := by
  rw [← LinearMap.ker_eq_bot, LinearMap.ker_eq_bot']
  rintro ⟨x, hx⟩ h0
  by_contra hne
  have h1 := h x hx (fun h => hne (Subtype.ext h))
  have h2 : x ∘ f = 0 := h0
  have h3 : 0 ≤ weight (x ∘ g) := Finset.sum_nonneg fun i _ => by positivity
  have h4 : weight (0 : m → ℂ) = 0 := by simp [weight]
  rw [h2, h4] at h1
  linarith
```

`hlow` treats $S_-$, `hgap` excludes $\mu$ as an eigenvalue, and `htop` says that the two spaces span everything.

```lean
/-- If `A - μ` and `μ - D` are positive definite, the spectral space above `μ` has exactly as
many dimensions as there are upper components. -/
theorem finrank_upperSpace (hA : (A - (μ : ℂ) • 1).PosDef) (hD : ((μ : ℂ) • 1 - D).PosDef) :
    Module.finrank ℂ (upperSpace (blockH A B D) μ) = Fintype.card m := by
  have hH : (blockH A B D).IsHermitian := blockH_isHermitian hA hD
  have hac := anticommutator_posDef (B := B) hA hD
  have hJ : (sig m n).IsHermitian := by
    simp [sig, Matrix.IsHermitian, Matrix.fromBlocks_conjTranspose]
  -- below `μ` the lower component dominates
  have hlow : ∀ x ∈ upperSpace (-blockH A B D) (-μ), x ≠ 0 →
      weight (x ∘ Sum.inl) < weight (x ∘ Sum.inr) := by
    intro x hx hx0
    have e1 : -blockH A B D - ((-μ : ℝ) : ℂ) • 1 = -(blockH A B D - (μ : ℂ) • 1) := by
      push_cast
      module
    have h := (Complex.lt_def.1 (expectation_pos (J := -sig m n) hH.neg hJ.neg
      (by rw [e1, neg_mul_neg, neg_mul_neg]; exact hac) hx hx0)).1
    rw [Matrix.neg_mulVec, dotProduct_neg, Complex.neg_re, sig_expectation,
      Complex.zero_re] at h
    linarith
  -- `μ` is not an eigenvalue, so both spectral spaces together span everything
  have hgap : ∀ x, blockH A B D *ᵥ x = (μ : ℂ) • x → x = 0 := by
    intro x hx
    by_contra hx0
    have hK : (blockH A B D - (μ : ℂ) • 1) *ᵥ x = 0 := by
      rw [Matrix.sub_mulVec, Matrix.smul_mulVec, Matrix.one_mulVec, hx, sub_self]
    have hKh : (blockH A B D - (μ : ℂ) • 1).IsHermitian := by
      refine hH.sub ?_
      simp [Matrix.IsHermitian, Matrix.conjTranspose_smul]
    have hK' : star x ᵥ* (blockH A B D - (μ : ℂ) • 1) = 0 := by
      have h1 := congrArg star hK
      rwa [Matrix.star_mulVec, hKh.eq, star_zero] at h1
    have h := hac.dotProduct_mulVec_pos hx0
    rw [Matrix.add_mulVec, dotProduct_add, ← Matrix.mulVec_mulVec, ← Matrix.mulVec_mulVec, hK,
      Matrix.dotProduct_mulVec (star x) (blockH A B D - (μ : ℂ) • 1), hK',
      Matrix.mulVec_zero, dotProduct_zero, zero_dotProduct, add_zero] at h
    exact lt_irrefl _ h
  have htop : upperSpace (blockH A B D) μ ⊔ upperSpace (-blockH A B D) (-μ) = ⊤ := by
    obtain ⟨U, e, hU, he⟩ := exists_eigenbasis hH
    refine eq_top_iff.2 fun x _ => ?_
    have hx : x = ∑ i, (Uᴴ *ᵥ x) i • (fun k => U k i) := by
      have hc : U *ᵥ (Uᴴ *ᵥ x) = x := by
        rw [Matrix.mulVec_mulVec, mul_eq_one_comm.1 hU, Matrix.one_mulVec]
      ext k
      rw [Finset.sum_apply]
      refine (congrFun hc k).symm.trans (Finset.sum_congr rfl fun i _ => ?_)
      exact mul_comm _ _
    rw [hx]
    refine Submodule.sum_mem _ fun i _ => Submodule.smul_mem _ _ ?_
    rcases lt_trichotomy μ (e i) with h | h | h
    · exact Submodule.mem_sup_left (Submodule.subset_span ⟨e i, h, he i⟩)
    · have h0 : (fun k => U k i) = 0 := hgap (fun k => U k i)
        ((he i).trans (congrArg (fun t : ℝ => (t : ℂ) • (fun k => U k i)) h.symm))
      exact (bot_le : (⊥ : Submodule ℂ (m ⊕ n → ℂ)) ≤ _) ((Submodule.mem_bot ℂ).2 h0)
    · refine Submodule.mem_sup_right (Submodule.subset_span ⟨-e i, neg_lt_neg h, ?_⟩)
      rw [Matrix.neg_mulVec, he i, Complex.ofReal_neg, neg_smul]
  have h1 := LinearMap.finrank_le_finrank_of_injective (injective_of_weight_lt _ Sum.inl Sum.inr
    (fun x hx hx0 => lower_lt_upper (B := B) hA hD hx hx0))
  have h2 := LinearMap.finrank_le_finrank_of_injective
    (injective_of_weight_lt _ Sum.inr Sum.inl hlow)
  have h3 := Submodule.finrank_add_le_finrank_add_finrank
    (upperSpace (blockH A B D) μ) (upperSpace (-blockH A B D) (-μ))
  rw [htop, finrank_top, Module.finrank_fintype_fun_eq_card, Fintype.card_sum] at h3
  rw [Module.finrank_fintype_fun_eq_card] at h1 h2
  omega
```

**Q:** Does the last theorem give the whole graph, or only an inclusion?

**A:** The whole graph: its `↔` says that $x$ lies in $S$ if and only if $w=Xu$. The proof inverts the projection `f` and reads off the lower component. It yields $X$, but no transformed two-component Hamiltonian.

```lean
/-- Exact two-component decoupling: if `A - μ` and `μ - D` are positive definite, the span of
the eigenvectors above `μ` is the graph `w = X u` of a matrix `X` that strictly shortens every
nonzero `u`. -/
theorem exact_decoupling (hA : (A - (μ : ℂ) • 1).PosDef) (hD : ((μ : ℂ) • 1 - D).PosDef) :
    ∃ X : Matrix n m ℂ,
      (∀ x, x ∈ upperSpace (blockH A B D) μ ↔ x ∘ Sum.inr = X *ᵥ (x ∘ Sum.inl)) ∧
      ∀ u, u ≠ 0 → weight (X *ᵥ u) < weight u := by
  let S := upperSpace (blockH A B D) μ
  let f : S →ₗ[ℂ] (m → ℂ) := (LinearMap.funLeft ℂ ℂ Sum.inl) ∘ₗ S.subtype
  have hinj : Function.Injective f := injective_of_weight_lt S Sum.inl Sum.inr
    (fun x hx hx0 => lower_lt_upper hA hD hx hx0)
  have hdim : Module.finrank ℂ S = Module.finrank ℂ (m → ℂ) := by
    rw [Module.finrank_fintype_fun_eq_card]
    exact finrank_upperSpace hA hD
  have hsurj : Function.Surjective f :=
    (LinearMap.injective_iff_surjective_of_finrank_eq_finrank hdim).1 hinj
  -- `X` reads off the lower component from the upper one
  let E := LinearEquiv.ofBijective f ⟨hinj, hsurj⟩
  let g : (m → ℂ) →ₗ[ℂ] (n → ℂ) :=
    (LinearMap.funLeft ℂ ℂ Sum.inr) ∘ₗ S.subtype ∘ₗ E.symm.toLinearMap
  have key : ∀ u, ∃ y ∈ S, y ∘ Sum.inl = u ∧ y ∘ Sum.inr = LinearMap.toMatrix' g *ᵥ u :=
    fun u => ⟨E.symm u, (E.symm u).2, E.apply_symm_apply u, by
      rw [LinearMap.toMatrix'_mulVec]; rfl⟩
  refine ⟨LinearMap.toMatrix' g, fun x => ⟨fun hx => ?_, fun hx => ?_⟩, fun u hu => ?_⟩
  · obtain ⟨y, hy, h1, h2⟩ := key (x ∘ Sum.inl)
    have h3 : (⟨y, hy⟩ : S) = ⟨x, hx⟩ := hinj h1
    have h4 : y = x := congrArg Subtype.val h3
    rw [← h2, h4]
  · obtain ⟨y, hy, h1, h2⟩ := key (x ∘ Sum.inl)
    have h3 : y = x := by
      ext (i | i)
      · exact congrFun h1 i
      · exact congrFun (h2.trans hx.symm) i
    exact h3 ▸ hy
  · obtain ⟨y, hy, h1, h2⟩ := key u
    have hy0 : y ≠ 0 := by
      rintro rfl
      exact hu h1.symm
    have h3 := lower_lt_upper hA hD hy hy0
    rwa [h1, h2] at h3

end ExactTwoComponent
```

```lean
#print axioms ExactTwoComponent.exact_decoupling
```

```
'ExactTwoComponent.exact_decoupling' depends on axioms: [propext, Classical.choice, Quot.sound]
```
